# In a quartic double well, the mean force on a wide enough off-centre ensemble with zero third central moment points toward the barrier top

A particle released slightly to one side of the barrier in a double well is pushed down into the nearer well. A cloud of particles spread about the same place also feels the force at other positions. The outward push grows less than in proportion to the distance from the barrier top, and beyond the minima the force turns inward. If the cloud is wide enough, which way does the average force point?

Take $V(x) = -ax^2/2 + bx^4/4$ with $a, b > 0$. The constant $a$ sets the downward curvature at the barrier top, and $b$ the strength of the confining walls. Let the cloud have mean $m \neq 0$, variance $s$ and zero third central moment. If $3bs \ge a$, the mean force points toward the origin, although the classical force at $m$ points away from it whenever $bm^2 < a$, that is, between the two minima.

In quantum mechanics the mean momentum changes at the rate given by the mean force, so evaluating the force at the mean position can give the wrong sign. The theorems treat finite position distributions at one instant; passing to a continuous density $|\psi|^2$ is a further step that their hypotheses do not supply.

```lean
import Mathlib

open Finset

namespace DoubleWellMeanForce

noncomputable section
```

## Potential, force and ensemble

The potential is a function of real $a$, $b$ and $x$. Signs of the constants are assumed only in the theorems that need them.

```lean
/-- The quartic potential `V(x) = -a x²/2 + b x⁴/4`. -/
def potential (a b x : ℝ) : ℝ := -a * x ^ 2 / 2 + b * x ^ 4 / 4
```

The force is $F(x) = -V'(x)$, defined through the derivative.

```lean
/-- The classical force, minus the derivative of the potential. -/
def force (a b x : ℝ) : ℝ := -deriv (potential a b) x
```

An ensemble is a finite family of positions $x_i$ with probabilities $w_i \ge 0$ and $\sum_i w_i = 1$.

```lean
/-- A finite probability distribution of positions on the line. -/
structure Ensemble (ι : Type*) [Fintype ι] where
  /-- The probability of each member. -/
  weight : ι → ℝ
  /-- The position of each member. -/
  position : ι → ℝ
  weight_nonneg : ∀ i, 0 ≤ weight i
  sum_weight : ∑ i, weight i = 1
```

Averages are weighted sums, $\langle f\rangle = \sum_i w_i f(x_i)$.

```lean
variable {ι : Type*} [Fintype ι]

/-- The ensemble average of a function of position. -/
def Ensemble.avg (E : Ensemble ι) (f : ℝ → ℝ) : ℝ :=
  ∑ i, E.weight i * f (E.position i)
```

The mean is $m = \langle x\rangle$.

```lean
/-- The mean position. -/
def Ensemble.mean (E : Ensemble ι) : ℝ := E.avg (fun x => x)
```

The central moments are $\langle (x-m)^k\rangle$. Thus `E.central 2` is the variance $s$, and `E.central 3` is the third central moment, written $\kappa$ below.

```lean
/-- The `k`-th central moment; `k = 2` is the variance. -/
def Ensemble.central (E : Ensemble ι) (k : ℕ) : ℝ :=
  E.avg (fun x => (x - E.mean) ^ k)
```

## The origin is the barrier top

Since $V(0) = 0$ and $V(x) = -\tfrac{x^2}{4}(2a - bx^2)$, the potential is lower than at the origin wherever $x \ne 0$ and $bx^2 < 2a$. For $a, b > 0$ this includes every nonzero point near the origin.

```lean
/-- Every point `x ≠ 0` with `b x² < 2a` has lower potential energy than the origin. -/
theorem potential_lt_barrier (a b x : ℝ) (hx : x ≠ 0) (h : b * x ^ 2 < 2 * a) :
    potential a b x < potential a b 0 := by
  have hx2 : 0 < x ^ 2 := by positivity
  unfold potential
  nlinarith [mul_pos hx2 (sub_pos.2 h)]
```

## The mean force from three moments

Differentiating term by term gives $V'(x) = -ax + bx^3$, hence $F(x) = ax - bx^3$. The proof assembles this from the derivatives of $x^2$ and $x^4$.

```lean
/-- The classical force is `a x - b x³`. -/
theorem force_eq (a b x : ℝ) : force a b x = a * x - b * x ^ 3 := by
  have hV : potential a b = fun y => -a / 2 * y ^ 2 + b / 4 * y ^ 4 := by
    funext y
    simp only [potential]
    ring
  have h2 := (hasDerivAt_pow 2 x).const_mul (-a / 2)
  have h4 := (hasDerivAt_pow 4 x).const_mul (b / 4)
  have h : HasDerivAt (potential a b) (-a * x + b * x ^ 3) x := by
    rw [hV]
    refine (h2.fun_add h4).congr_deriv ?_
    simp only [Nat.cast_ofNat, Nat.reduceSub, pow_one]
    ring
  rw [force, h.deriv]
  ring
```

To average the cubic term, expand about the mean:
$$x^3 = (x-m)^3 + 3m(x-m)^2 + 3m^2x - 2m^3.$$
The last two terms average to $3m^3 - 2m^3 = m^3$, so $\langle x^3\rangle = m^3 + 3ms + \kappa$. In Lean, `h` is the expansion for each member, and `hsum` is its weighted sum.

```lean
/-- The third moment of position is the cube of the mean, plus three times mean times
variance, plus the third central moment. -/
theorem third_moment (E : Ensemble ι) :
    E.avg (fun x => x ^ 3) = E.mean ^ 3 + 3 * E.mean * E.central 2 + E.central 3 := by
  -- expand each cube about the mean
  have h : ∀ i, E.weight i * E.position i ^ 3 =
      E.weight i * (E.position i - E.mean) ^ 3
        + 3 * E.mean * (E.weight i * (E.position i - E.mean) ^ 2)
        + 3 * E.mean ^ 2 * (E.weight i * E.position i)
        - 2 * E.mean ^ 3 * E.weight i := by
    intro i
    ring
  have hsum : E.avg (fun x => x ^ 3) = E.central 3 + 3 * E.mean * E.central 2
      + 3 * E.mean ^ 2 * E.mean - 2 * E.mean ^ 3 * 1 := by
    refine (Finset.sum_congr rfl fun i _ => h i).trans ?_
    rw [Finset.sum_sub_distrib, Finset.sum_add_distrib, Finset.sum_add_distrib,
      ← Finset.mul_sum, ← Finset.mul_sum, ← Finset.mul_sum, E.sum_weight]
    rfl
  rw [hsum]
  ring
```

By linearity,
$$\langle F\rangle = am - b\langle x^3\rangle = m(a - 3bs) - bm^3 - b\kappa.$$

```lean
/-- The mean force on any finite ensemble with mean `m`, variance `s` and third central
moment `κ` is `m (a - 3 b s) - b m³ - b κ`. -/
theorem meanForce_eq (E : Ensemble ι) (a b : ℝ) :
    E.avg (force a b) =
      E.mean * (a - 3 * b * E.central 2) - b * E.mean ^ 3 - b * E.central 3 := by
  have h : E.avg (force a b) = a * E.mean - b * E.avg (fun x => x ^ 3) := by
    simp only [Ensemble.mean, Ensemble.avg, force_eq, Finset.mul_sum,
      ← Finset.sum_sub_distrib]
    exact Finset.sum_congr rfl fun i _ => by ring
  rw [h, third_moment]
  ring
```

## When the mean force reverses

Direction is read from the sign of $m\langle F\rangle$: negative means toward the origin, on either side of it. For $\kappa = 0$,
$$m\langle F\rangle = m^2\,[\,a - b(m^2 + 3s)\,].$$
As $m^2 > 0$, the bracket decides the sign. This identity is `key`, and `nlinarith` receives the product of $m^2$ with the bracket's sign.

```lean
/-- For nonzero mean `m`, variance `s` and zero third central moment, the mean force points
toward the origin exactly when `a < b (m² + 3 s)`. -/
theorem meanForce_inward_iff (E : Ensemble ι) (a b : ℝ) (hm : E.mean ≠ 0)
    (hk : E.central 3 = 0) :
    E.mean * E.avg (force a b) < 0 ↔ a < b * (E.mean ^ 2 + 3 * E.central 2) := by
  have hm2 : 0 < E.mean ^ 2 := by positivity
  have key : E.mean * E.avg (force a b) =
      E.mean ^ 2 * (a - b * (E.mean ^ 2 + 3 * E.central 2)) := by
    rw [meanForce_eq, hk]
    ring
  rw [key]
  constructor
  · intro h
    by_contra hc
    nlinarith [mul_nonneg hm2.le (sub_nonneg.2 (not_lt.1 hc))]
  · intro h
    nlinarith [mul_pos hm2 (sub_pos.2 h)]
```

If $b > 0$ and $a \le 3bs$, then $a < b(m^2 + 3s)$, and the mean force is inward. The classical force satisfies $mF(m) = m^2(a - bm^2)$, which is positive when $bm^2 < a$. The theorem states both: the first conclusion holds at every nonzero mean, the second only under that extra condition.

```lean
/-- Let `b > 0`, and let the ensemble have mean `m ≠ 0`, zero third central moment and
variance `s` with `3 b s ≥ a`. Then the mean force points toward the origin, whereas the
classical force at `m` points away from it if `b m² < a`. -/
theorem meanForce_reversed (E : Ensemble ι) (a b : ℝ) (hb : 0 < b) (hm : E.mean ≠ 0)
    (hk : E.central 3 = 0) (hs : a ≤ 3 * b * E.central 2) :
    E.mean * E.avg (force a b) < 0 ∧
      (b * E.mean ^ 2 < a → 0 < E.mean * force a b E.mean) := by
  have hm2 : 0 < E.mean ^ 2 := by positivity
  constructor
  · exact (meanForce_inward_iff E a b hm hk).2 (by nlinarith [mul_pos hb hm2])
  · intro h
    rw [force_eq]
    nlinarith [mul_pos hm2 (sub_pos.2 h)]
```

Below the threshold, spreading still acts in the same direction. With $\kappa = 0$,
$$m\langle F\rangle - mF(m) = -3bsm^2 \le 0$$
for $b \ge 0$, because nonnegative weights make $s \ge 0$.

```lean
/-- For `b ≥ 0` and zero third central moment, the product of the mean position and the mean force
is at most the product of the mean position and the classical force there. -/
theorem meanForce_le_classical (E : Ensemble ι) (a b : ℝ) (hb : 0 ≤ b)
    (hk : E.central 3 = 0) :
    E.mean * E.avg (force a b) ≤ E.mean * force a b E.mean := by
  -- the variance is nonnegative because the weights are
  have hs : 0 ≤ E.central 2 :=
    Finset.sum_nonneg fun i _ => mul_nonneg (E.weight_nonneg i) (sq_nonneg _)
  rw [meanForce_eq, force_eq, hk]
  nlinarith [mul_nonneg (mul_nonneg hb (sq_nonneg E.mean)) hs]
```

## Two points show that the threshold is sharp

Place probability $\tfrac12$ at each of $m - \sigma$ and $m + \sigma$.

```lean
/-- Two equally likely positions, `m - σ` and `m + σ`. -/
def twoPoint (m σ : ℝ) : Ensemble (Fin 2) where
  weight := fun _ => 1 / 2
  position := ![m - σ, m + σ]
  weight_nonneg := fun _ => by norm_num
  sum_weight := by
    rw [Fin.sum_univ_two]
    norm_num
```

The deviations are $\mp\sigma$, so the mean is $m$, the variance is $\sigma^2$, and the cubes cancel. Every mean and every nonnegative variance therefore occurs with $\kappa = 0$.

```lean
/-- The two-point ensemble has mean `m`, variance `σ²` and zero third central moment. -/
theorem twoPoint_witness (m σ : ℝ) :
    (twoPoint m σ).mean = m ∧ (twoPoint m σ).central 2 = σ ^ 2 ∧
      (twoPoint m σ).central 3 = 0 := by
  have hm : (twoPoint m σ).mean = m := by
    simp only [Ensemble.mean, Ensemble.avg, twoPoint, Fin.sum_univ_two,
      Matrix.cons_val_zero, Matrix.cons_val_one]
    ring
  refine ⟨hm, ?_, ?_⟩ <;>
  · unfold Ensemble.central
    rw [hm]
    simp only [Ensemble.avg, twoPoint, Fin.sum_univ_two,
      Matrix.cons_val_zero, Matrix.cons_val_one]
    ring
```

For this family the force is inward at every nonzero mean exactly when $a \le 3b\sigma^2$. Sufficiency follows as before. Conversely, if $a > 3b\sigma^2$, choose $m = \sqrt{(a - 3b\sigma^2)/b}$. This mean is nonzero and $b(m^2 + 3\sigma^2) = a$, so the mean force vanishes there instead of pointing inward. The proof inserts this $m$ into the criterion and reaches the contradiction $a < a$.

```lean
/-- For `b > 0`, the mean force on the two-point ensemble of half-width `σ` points toward
the origin at every nonzero mean exactly when `a ≤ 3 b σ²`. -/
theorem twoPoint_threshold (a b σ : ℝ) (hb : 0 < b) :
    (∀ m : ℝ, m ≠ 0 → m * (twoPoint m σ).avg (force a b) < 0) ↔ a ≤ 3 * b * σ ^ 2 := by
  have key : ∀ m : ℝ, m ≠ 0 →
      (m * (twoPoint m σ).avg (force a b) < 0 ↔ a < b * (m ^ 2 + 3 * σ ^ 2)) := by
    intro m hm
    obtain ⟨h1, h2, h3⟩ := twoPoint_witness m σ
    have h := meanForce_inward_iff (twoPoint m σ) a b (by rwa [h1]) h3
    rwa [h1, h2] at h
  constructor
  · intro h
    by_contra hc
    have hlt := not_le.1 hc
    -- below the threshold the mean force vanishes at a nonzero mean
    have hp : 0 < (a - 3 * b * σ ^ 2) / b := div_pos (by linarith) hb
    have hne := (Real.sqrt_pos.2 hp).ne'
    have hr := (key _ hne).1 (h _ hne)
    have e : b * ((a - 3 * b * σ ^ 2) / b) = a - 3 * b * σ ^ 2 := by
      field_simp
    rw [Real.sq_sqrt hp.le, mul_add, e] at hr
    linarith
  · intro h m hm
    have hm2 : 0 < m ^ 2 := by positivity
    exact (key m hm).2 (by nlinarith [mul_pos hb hm2])

end

end DoubleWellMeanForce
```

```lean
#print axioms DoubleWellMeanForce.potential_lt_barrier
-- 'DoubleWellMeanForce.potential_lt_barrier' depends on axioms: [propext, Classical.choice, Quot.sound]
#print axioms DoubleWellMeanForce.meanForce_reversed
-- 'DoubleWellMeanForce.meanForce_reversed' depends on axioms: [propext, Classical.choice, Quot.sound]
#print axioms DoubleWellMeanForce.meanForce_le_classical
-- 'DoubleWellMeanForce.meanForce_le_classical' depends on axioms: [propext, Classical.choice, Quot.sound]
#print axioms DoubleWellMeanForce.twoPoint_threshold
-- 'DoubleWellMeanForce.twoPoint_threshold' depends on axioms: [propext, Classical.choice, Quot.sound]
```
